# Classical unit spins turned one by one to their directions of lowest energy release at most \(2\sum_{i<j}|J_{ij}|\) of energy

In a magnet with competing exchange couplings, no arrangement of the spins may satisfy every bond. A common way to look for a low-energy arrangement is to pick a site, turn its spin to the direction that its neighbours favour, and go on to another site. How much energy does each turn release, and how much can all the turns release together?

The answers below hold for finitely many classical unit spins with symmetric, isotropic pair exchange. They apply to simulations of such models in which the spins are relaxed at zero temperature by turns of this kind. The step from the quantum spins of a real magnet to classical vectors is assumed.

## Spins, couplings and energy

```lean
import Mathlib

open scoped InnerProductSpace

namespace SpinAlignment

noncomputable section

variable {V : Type*} [NormedAddCommGroup V] [InnerProductSpace ℝ V] {N : ℕ}
```

The spins live in `V`, any real inner product space: a line gives Ising spins, a plane XY spins, three-dimensional space Heisenberg spins. There are `N` sites, and the type `Fin N` labels them \(0,\dots,N-1\).

```lean
/-- The exchange energy: the sum over pairs `i < j` of `J i j` times `S i · S j`. -/
def energy (J : Fin N → Fin N → ℝ) (S : Fin N → V) : ℝ :=
  ∑ i, ∑ j with i < j, J i j * ⟪S i, S j⟫_ℝ
```

A configuration `S` assigns a vector \(S_i\) to each site, and `⟪S i, S j⟫_ℝ` is the dot product. The definition reads

\[E(S)=\sum_{i<j}J_{ij}\,S_i\cdot S_j .\]

With this sign, positive \(J_{ij}\) is antiferromagnetic. Unit length is not built in; the theorems assume it where they need it.

```lean
/-- The sum over pairs `i < j` of the absolute couplings. -/
def totalCoupling (J : Fin N → Fin N → ℝ) : ℝ :=
  ∑ i, ∑ j with i < j, |J i j|
```

This is the energy scale \(C=\sum_{i<j}|J_{ij}|\).

## The field at a site and the update

```lean
/-- The local field at site `i`: the sum of `J i j` times `S j` over all other sites `j`. -/
def localField (J : Fin N → Fin N → ℝ) (S : Fin N → V) (i : Fin N) : V :=
  ∑ j with j ≠ i, J i j • S j
```

The local field is \(h_i=\sum_{j\ne i}J_{ij}S_j\), so diagonal entries of \(J\) play no role. Many texts give the name to \(-h_i\), the direction that the spin prefers.

```lean
open Classical in
/-- The new spin at site `i`: the unit vector opposite to the local field if that field is
nonzero, and the old spin if the field vanishes. -/
def alignedSpin (J : Fin N → Fin N → ℝ) (S : Fin N → V) (i : Fin N) : V :=
  if localField J S i = 0 then S i else -(‖localField J S i‖⁻¹ • localField J S i)
```

The new spin is \(s_i=-h_i/\|h_i\|\) if \(h_i\neq0\), and the old \(S_i\) if \(h_i=0\). "Aligned" therefore means antiparallel to \(h_i\).

```lean
/-- One update: the spin at site `i` is replaced by the aligned spin, all others are kept. -/
def relax (J : Fin N → Fin N → ℝ) (S : Fin N → V) (i : Fin N) : Fin N → V :=
  Function.update S i (alignedSpin J S i)
```

`Function.update S i v` is the configuration `S` with the spin at `i` replaced by `v`. Here the replacement is \(s_i\).

```lean
/-- The configuration after `k` sequential updates, at the sites `site 0, site 1, ...`. -/
def trajectory (J : Fin N → Fin N → ℝ) (S : Fin N → V) (site : ℕ → Fin N) : ℕ → Fin N → V
  | 0 => S
  | k + 1 => relax J (trajectory J S site k) (site k)
```

Starting from \(S^{(0)}=S\), update number \(k\) acts at site \(i_k\), written `site k`, and turns \(S^{(k)}\) into \(S^{(k+1)}\). The sequence of sites is arbitrary: sweeps, random choices and repetitions are all allowed.

```lean
/-- Half the local field strength times the squared change of the spin, for update `k`. -/
def stepGain (J : Fin N → Fin N → ℝ) (S : Fin N → V) (site : ℕ → Fin N) (k : ℕ) : ℝ :=
  ‖localField J (trajectory J S site k) (site k)‖ *
    ‖trajectory J S site (k + 1) (site k) - trajectory J S site k (site k)‖ ^ 2 / 2
```

This names the quantity

\[d_k=\tfrac12\,\|h_{i_k}\|\,\bigl\|S^{(k+1)}_{i_k}-S^{(k)}_{i_k}\bigr\|^2,\]

with the field taken in \(S^{(k)}\). That \(d_k\) equals the energy decrease is a theorem below, not part of the definition.

## The energy released by one turn

```lean
/-- For symmetric couplings, replacing the spin at site `i` by `v` changes the energy by the
inner product of the spin change with the local field. -/
theorem energy_update {J : Fin N → Fin N → ℝ} (hJ : ∀ i j, J i j = J j i)
    (S : Fin N → V) (i : Fin N) (v : V) :
    energy J (Function.update S i v) - energy J S = ⟪v - S i, localField J S i⟫_ℝ := by
  -- only pairs containing the site `i` contribute to the difference
  have hterm : ∀ a b : Fin N,
      (if a < b then J a b * ⟪Function.update S i v a, Function.update S i v b⟫_ℝ else 0)
        - (if a < b then J a b * ⟪S a, S b⟫_ℝ else 0)
      = (if a = i then (if i < b then J i b * ⟪v - S i, S b⟫_ℝ else 0) else 0)
        + (if b = i then (if a < i then J i a * ⟪v - S i, S a⟫_ℝ else 0) else 0) := by
    intro a b
    by_cases ha : a = i
    · by_cases hb : b = i
      · simp [ha, hb]
      · by_cases hab : i < b <;> simp [ha, hb, hab, inner_sub_left, mul_sub]
    · by_cases hb : b = i
      · by_cases hai : a < i <;>
          simp [ha, hb, hai, inner_sub_left, mul_sub, hJ a i, real_inner_comm]
      · simp [ha, hb]
  calc energy J (Function.update S i v) - energy J S
      = ∑ a, ∑ b,
        ((if a = i then (if i < b then J i b * ⟪v - S i, S b⟫_ℝ else 0) else 0)
        + (if b = i then (if a < i then J i a * ⟪v - S i, S a⟫_ℝ else 0) else 0)) := by
        simp only [energy, Finset.sum_filter, ← Finset.sum_sub_distrib, hterm]
    _ = ∑ b, ((if i < b then J i b * ⟪v - S i, S b⟫_ℝ else 0)
        + (if b < i then J i b * ⟪v - S i, S b⟫_ℝ else 0)) := by
        simp only [Finset.sum_add_distrib]
        congr 1
        · rw [Finset.sum_comm]
          simp only [Finset.sum_ite_eq', Finset.mem_univ, if_true]
        · simp only [Finset.sum_ite_eq', Finset.mem_univ, if_true]
    _ = ⟪v - S i, localField J S i⟫_ℝ := by
        rw [localField, inner_sum, Finset.sum_filter]
        refine Finset.sum_congr rfl fun b _ => ?_
        rcases lt_trichotomy i b with h | h | h
        · simp [h, h.ne', lt_asymm h, inner_smul_right]
        · simp [h]
        · simp [h, h.ne, lt_asymm h, inner_smul_right]
```

The hypothesis `hJ` says \(J_{ij}=J_{ji}\). It is needed because the energy reads only entries with \(i<j\), while the field reads a whole row. If \(S_i\) is replaced by \(v\), only pairs containing \(i\) change:

\[\Delta E=\sum_{b>i}J_{ib}(v-S_i)\cdot S_b+\sum_{b<i}J_{bi}\,S_b\cdot(v-S_i)=(v-S_i)\cdot h_i .\]

In the proof, `hterm` makes this comparison pair by pair. The `calc` chain then sums the pairs, and `lt_trichotomy` matches the cases \(i<b\), \(i=b\) and \(b<i\) with the terms of the field.

```lean
/-- The aligned spin times the strength of the local field is minus the local field. -/
theorem norm_smul_alignedSpin (J : Fin N → Fin N → ℝ) (S : Fin N → V) (i : Fin N) :
    ‖localField J S i‖ • alignedSpin J S i = -localField J S i := by
  by_cases h : localField J S i = 0
  · simp [h]
  · rw [alignedSpin, if_neg h, smul_neg, smul_smul,
      mul_inv_cancel₀ (norm_ne_zero_iff.mpr h), one_smul]
```

This is \(\|h_i\|\,s_i=-h_i\). It also holds when \(h_i=0\), so the proof of `energy_trial` below need not treat that case separately.

```lean
/-- If the old spin has unit length, so has the aligned spin. -/
theorem norm_alignedSpin (J : Fin N → Fin N → ℝ) {S : Fin N → V} {i : Fin N}
    (hS : ‖S i‖ = 1) : ‖alignedSpin J S i‖ = 1 := by
  by_cases h : localField J S i = 0
  · rw [alignedSpin, if_pos h]
    exact hS
  · rw [alignedSpin, if_neg h, norm_neg, norm_smul, norm_inv, norm_norm,
      inv_mul_cancel₀ (norm_ne_zero_iff.mpr h)]
```

If \(S_i\) has length one, so has \(s_i\), in both cases of the definition.

```lean
/-- For symmetric couplings and a unit spin at site `i`, any unit trial spin `v` there costs,
relative to the aligned spin, half the field strength times their squared distance. -/
theorem energy_trial {J : Fin N → Fin N → ℝ} (hJ : ∀ i j, J i j = J j i)
    {S : Fin N → V} {i : Fin N} (hS : ‖S i‖ = 1) {v : V} (hv : ‖v‖ = 1) :
    energy J (Function.update S i v) - energy J (relax J S i)
      = ‖localField J S i‖ * ‖v - alignedSpin J S i‖ ^ 2 / 2 := by
  have hs := norm_alignedSpin J hS
  have key : ∀ w : V, ⟪w, localField J S i⟫_ℝ
      = -(‖localField J S i‖ * ⟪w, alignedSpin J S i⟫_ℝ) := by
    intro w
    have h := congrArg (fun x => ⟪w, x⟫_ℝ) (norm_smul_alignedSpin J S i)
    simp only [inner_smul_right, inner_neg_right] at h
    linarith
  have e1 := energy_update hJ S i v
  have e2 := energy_update hJ S i (alignedSpin J S i)
  rw [key, inner_sub_left] at e1 e2
  rw [real_inner_self_eq_norm_sq, hs] at e2
  rw [norm_sub_sq_real, hv, hs, relax]
  linear_combination e1 - e2
```

Let \(v\) be any unit trial spin at site \(i\), and write \(E(v)\) for the energy with \(v\) placed there. Applying the energy-change formula to \(v\) and to \(s_i\), and subtracting, gives

\[E(v)-E(s_i)=(v-s_i)\cdot h_i=-\|h_i\|(v\cdot s_i-1).\]

For unit vectors \(\|v-s_i\|^2=2-2\,v\cdot s_i\), hence

\[E(v)-E(s_i)=\tfrac12\|h_i\|\,\|v-s_i\|^2 .\]

In Lean, `key` rewrites dot products with \(h_i\) as dot products with \(s_i\), `e1` and `e2` are the two energy changes, and `linear_combination e1 - e2` subtracts them.

```lean
/-- For symmetric couplings, a unit spin at site `i` and a nonzero local field there, a unit
spin `v` minimizes the energy over that site exactly when it points opposite to the field. -/
theorem minimizer_iff {J : Fin N → Fin N → ℝ} (hJ : ∀ i j, J i j = J j i)
    {S : Fin N → V} {i : Fin N} (hS : ‖S i‖ = 1) (hf : localField J S i ≠ 0)
    {v : V} (hv : ‖v‖ = 1) :
    (∀ w : V, ‖w‖ = 1 →
      energy J (Function.update S i v) ≤ energy J (Function.update S i w)) ↔
    v = -(‖localField J S i‖⁻¹ • localField J S i) := by
  have ha : alignedSpin J S i = -(‖localField J S i‖⁻¹ • localField J S i) := by
    rw [alignedSpin, if_neg hf]
  have hpos : 0 < ‖localField J S i‖ := norm_pos_iff.mpr hf
  have e := energy_trial hJ hS hv
  rw [← ha]
  constructor
  · intro h
    have h1 : energy J (Function.update S i v) ≤ energy J (relax J S i) :=
      h _ (norm_alignedSpin J hS)
    have h2 : ‖v - alignedSpin J S i‖ ^ 2 = 0 := by
      nlinarith [sq_nonneg ‖v - alignedSpin J S i‖]
    exact sub_eq_zero.mp (norm_eq_zero.mp (pow_eq_zero_iff two_ne_zero |>.mp h2))
  · intro h w hw
    have e' := energy_trial hJ hS hw
    have h0 : 0 ≤ ‖localField J S i‖ * ‖w - alignedSpin J S i‖ ^ 2 / 2 := by positivity
    rw [h, ← relax]
    linarith
```

For \(h_i\neq0\), the direction opposite to the field is the only minimizer among unit spins at that site, the other spins being held fixed. If \(v\) is a minimizer, then \(E(v)\le E(s_i)\), so the right-hand side of the previous formula is at most zero, and \(\|h_i\|>0\) forces \(v=s_i\). Conversely, the same formula shows that no unit spin \(w\) has energy below \(E(s_i)\).

```lean
/-- For symmetric couplings and a unit spin at site `i`, the update at `i` lowers the energy by
exactly half the local field strength times the squared change of the spin. -/
theorem energy_relax {J : Fin N → Fin N → ℝ} (hJ : ∀ i j, J i j = J j i)
    {S : Fin N → V} {i : Fin N} (hS : ‖S i‖ = 1) :
    energy J S - energy J (relax J S i)
      = ‖localField J S i‖ * ‖relax J S i i - S i‖ ^ 2 / 2 := by
  have h := energy_trial hJ hS hS
  rw [Function.update_eq_self, norm_sub_rev] at h
  rw [h, relax, Function.update_self]
```

Taking the old spin as the trial spin, \(v=S_i\), gives the exact decrease

\[E(S)-E(S')=\tfrac12\|h_i\|\,\|s_i-S_i\|^2,\]

where \(S'\) is the updated configuration. `Function.update_eq_self` says that putting \(S_i\) back at site \(i\) changes nothing.

As an example, take three spins in the plane with \(J_{01}=3\), \(J_{02}=4\), \(J_{12}=1\), and start from \(S_0=S_1=(1,0)\), \(S_2=(0,1)\). The energy is \(3\). At site 0 the field is \(h_0=(3,4)\), of length \(5\), so the new spin is \((-0.6,-0.8)\) and the energy becomes \(-1.8-3.2=-5\). The decrease is \(8\). The formula agrees: the spin changes by \((-1.6,-0.8)\), whose squared length is \(3.2\), and \(5\cdot3.2/2=8\).

## The total over many turns

```lean
/-- For unit spins the energy is at most the total absolute coupling in magnitude. -/
theorem abs_energy_le (J : Fin N → Fin N → ℝ) {S : Fin N → V} (hS : ∀ i, ‖S i‖ = 1) :
    |energy J S| ≤ totalCoupling J := by
  refine (Finset.abs_sum_le_sum_abs _ _).trans (Finset.sum_le_sum fun i _ => ?_)
  refine (Finset.abs_sum_le_sum_abs _ _).trans (Finset.sum_le_sum fun j _ => ?_)
  have h := abs_real_inner_le_norm (S i) (S j)
  rw [hS i, hS j, mul_one] at h
  rw [abs_mul]
  exact mul_le_of_le_one_right (abs_nonneg _) h
```

For unit spins \(|S_i\cdot S_j|\le1\) by the Cauchy–Schwarz inequality, so the triangle inequality gives \(|E(S)|\le C\).

```lean
/-- Sequential updates keep all spins at unit length. -/
theorem norm_trajectory (J : Fin N → Fin N → ℝ) {S : Fin N → V} (hS : ∀ i, ‖S i‖ = 1)
    (site : ℕ → Fin N) (k : ℕ) : ∀ j, ‖trajectory J S site k j‖ = 1 := by
  induction k with
  | zero => exact hS
  | succ k ih =>
    intro j
    rw [trajectory, relax]
    by_cases h : j = site k
    · rw [h, Function.update_self]
      exact norm_alignedSpin J (ih _)
    · rw [Function.update_of_ne h]
      exact ih j
```

All spins keep unit length along the trajectory. The proof is by induction on the number of updates: the updated spin has length one by `norm_alignedSpin`, and the others have not moved.

```lean
/-- For symmetric couplings and unit spins, the `stepGain` values of the first `n` updates, in any
order of sites, total at most twice the sum of the absolute couplings. -/
theorem sum_stepGain_le {J : Fin N → Fin N → ℝ} (hJ : ∀ i j, J i j = J j i)
    {S : Fin N → V} (hS : ∀ i, ‖S i‖ = 1) (site : ℕ → Fin N) (n : ℕ) :
    ∑ k ∈ Finset.range n, stepGain J S site k ≤ 2 * totalCoupling J := by
  -- the decreases telescope to the difference of initial and final energy
  have htel : ∑ k ∈ Finset.range n, stepGain J S site k
      = energy J S - energy J (trajectory J S site n) := by
    induction n with
    | zero => simp [trajectory]
    | succ k ih =>
      have h := energy_relax hJ (norm_trajectory J hS site k (site k))
      rw [Finset.sum_range_succ, ih]
      simp only [stepGain, trajectory]
      linarith
  have h1 := abs_le.mp (abs_energy_le J hS)
  have h2 := abs_le.mp (abs_energy_le J (norm_trajectory J hS site n))
  rw [htel]
  linarith [h1.2, h2.1]
```

`Finset.range n` contains \(0,\dots,n-1\), so the sum runs over the first \(n\) updates. Each \(d_k\) is the energy before update \(k\) minus the energy after it, and the intermediate energies cancel:

\[\sum_{k=0}^{n-1}d_k=E(S^{(0)})-E(S^{(n)})\le C+C=2C .\]

The statement `htel` is this cancellation, proved by induction with `energy_relax` at each step. The last lines apply the energy bound to the first and the final configuration.

In the example \(C=8\), so the total can never exceed \(16\). The first update released \(8\) and left the energy at \(-5\). As the energy cannot fall below \(-8\), all later updates together release at most \(3\). This estimate is not sharp: the three bonds compete, and the lowest energy is \(-6\), reached with \(S_1=S_2=-S_0\), so at most \(1\) can in fact be released.

```lean
/-- For symmetric couplings and unit spins, `stepGain` tends to zero as the updates go on, whatever
the order of sites. -/
theorem stepGain_tendsto_zero {J : Fin N → Fin N → ℝ} (hJ : ∀ i j, J i j = J j i)
    {S : Fin N → V} (hS : ∀ i, ‖S i‖ = 1) (site : ℕ → Fin N) :
    Filter.Tendsto (stepGain J S site) Filter.atTop (nhds 0) :=
  (summable_of_sum_range_le (fun k => by unfold stepGain; positivity)
    (sum_stepGain_le hJ hS site)).tendsto_atTop_zero
```

`Filter.Tendsto … Filter.atTop (nhds 0)` is Lean's way of writing \(d_k\to0\) as \(k\to\infty\). The \(d_k\) are nonnegative and their partial sums are bounded, so the series converges and its terms tend to zero.

Small decreases are no sign of a ground state. If the same site is chosen every time, nothing moves after the first update, however poorly the other spins are arranged.

```lean
/-- For two unit spins that start parallel, with coupling `c > 0`, a single update already
gains twice the total absolute coupling. -/
theorem bound_attained {c : ℝ} (hc : 0 < c) {e : V} (he : ‖e‖ = 1) :
    stepGain (fun _ _ : Fin 2 => c) (fun _ => e) (fun _ => 0) 0
      = 2 * totalCoupling (fun _ _ : Fin 2 => c) := by
  have hf : localField (fun _ _ : Fin 2 => c) (fun _ => e) 0 = c • e := by
    rw [localField, Finset.sum_filter, Fin.sum_univ_two]
    simp
  have hn : ‖c • e‖ = c := by
    rw [norm_smul, he, mul_one, Real.norm_eq_abs, abs_of_pos hc]
  have h0 : c • e ≠ 0 := by
    rw [← norm_ne_zero_iff, hn]
    exact hc.ne'
  -- the updated spin is reversed
  have ha : alignedSpin (fun _ _ : Fin 2 => c) (fun _ => e) 0 = -e := by
    rw [alignedSpin, hf, if_neg h0, hn, smul_smul, inv_mul_cancel₀ hc.ne', one_smul]
  have hC : totalCoupling (fun _ _ : Fin 2 => c) = c := by
    simp only [totalCoupling, Finset.sum_filter, Fin.sum_univ_two]
    simp [abs_of_pos hc]
  have h2 : ‖-e - e‖ = 2 := by
    rw [show -e - e = (-2 : ℝ) • e by module, norm_smul, he]
    norm_num
  simp only [stepGain, trajectory, relax, Function.update_self, hf, ha, hC, hn, h2]
  ring

end

end SpinAlignment
```

Two parallel unit spins \(e\) with antiferromagnetic coupling \(c>0\) reach the bound in one update. The field at site 0 is \(c\,e\), the new spin is \(-e\), and the spin changes by a vector of length \(2\). Hence \(d_0=c\cdot4/2=2c\), while \(C=c\). The energy goes from its highest possible value \(c\) to its lowest, \(-c\), so the factor 2 in the general bound cannot be lowered.

```lean
#print axioms SpinAlignment.minimizer_iff
#print axioms SpinAlignment.sum_stepGain_le
#print axioms SpinAlignment.stepGain_tendsto_zero
#print axioms SpinAlignment.bound_attained
```

```
'SpinAlignment.minimizer_iff' depends on axioms: [propext, Classical.choice, Quot.sound]
'SpinAlignment.sum_stepGain_le' depends on axioms: [propext, Classical.choice, Quot.sound]
'SpinAlignment.stepGain_tendsto_zero' depends on axioms: [propext, Classical.choice, Quot.sound]
'SpinAlignment.bound_attained' depends on axioms: [propext, Classical.choice, Quot.sound]
```
